# The static polarizabilities of the k lowest states of a finite-dimensional, non-degenerate quantum system have a nonnegative sum

Let a Hermitian Hamiltonian \(H\) on an \(N\)-dimensional state space have orthonormal eigenstates \(|0\rangle,\dots,|N-1\rangle\) with energies \(E_0<E_1<\dots<E_{N-1}\). Let the Hermitian operator \(X\) be the component of the dipole along a static field, with matrix elements \(X_{nm}=\langle n|X|m\rangle\), and define the static polarizability of state \(n\) by

\[
\alpha_n=\sum_{m\neq n}\frac{2|X_{nm}|^2}{E_m-E_n}.
\]

Then \(\alpha_0+\dots+\alpha_{k-1}\ge 0\) for every \(k\) from 0 to \(N\), and the sum is zero for \(k=N\). Consequently, if the ground state is polarizable, at least one excited state has a negative polarizability.

The states may be those of interacting electrons, for instance from full configuration interaction in a finite orbital basis, provided that the levels are non-degenerate. An approximate method applied to the same finite model can be tested against these conditions. The conclusion about a negative excited state depends on the finite dimension: a charged harmonic oscillator has infinitely many levels, and all of them have the same positive polarizability.

## States, energies and polarizabilities

```lean
import Mathlib

open Finset
open scoped InnerProductSpace

namespace ExcitedStatePolarizability

noncomputable section

variable {V : Type*} [NormedAddCommGroup V] [InnerProductSpace ℂ V]
  {N : ℕ} {H X : V →ₗ[ℂ] V}
```

`V` is the state space, a complex vector space with an inner product. `H` and `X` are linear operators on it, written `V →ₗ[ℂ] V`, and `N` is the number of states. Nothing here makes the operators Hermitian; that enters later as the hypothesis `IsSymmetric`, which says \(\langle Xu,v\rangle=\langle u,Xv\rangle\) for all \(u,v\).

```lean
/-- An orthonormal basis of eigenstates of `H`, numbered by strictly increasing energy. -/
structure EigenSystem (H : V →ₗ[ℂ] V) (N : ℕ) where
  /-- The energy levels. -/
  energy : Fin N → ℝ
  /-- The eigenstates. -/
  state : OrthonormalBasis (Fin N) ℂ V
  strictMono : StrictMono energy
  eigen : ∀ n, H (state n) = (energy n : ℂ) • state n
```

An `EigenSystem` packages the solved eigenvalue problem. Its first two fields are data: the real energies and an orthonormal basis of states. The other two are conditions: `strictMono` says that the energies increase strictly with the index, and `eigen` says that \(H|n\rangle=E_n|n\rangle\).

The type `Fin N` contains the indices \(0,\dots,N-1\), so the ground state has index 0. Having a basis with `N` members makes the space finite-dimensional. Degenerate levels are excluded, and so are a continuum and an infinite ladder of bound states.

```lean
/-- The contribution `2 |X_nm|² / (E_m - E_n)` of the virtual transition from `n` to `m`,
for two different states `n` and `m`. -/
def channel (s : EigenSystem H N) (X : V →ₗ[ℂ] V) (n m : Fin N) : ℝ :=
  2 * ‖⟪s.state n, X (s.state m)⟫_ℂ‖ ^ 2 / (s.energy m - s.energy n)
```

This is the contribution of one virtual transition,

\[
c_{nm}=\frac{2|X_{nm}|^2}{E_m-E_n}.
\]

The expression `⟪s.state n, X (s.state m)⟫_ℂ` is \(X_{nm}\), with the inner product conjugate-linear in its left argument, as in Dirac notation. For \(n=m\) Lean evaluates the division by zero as 0, so a diagonal term can be added to a sum without changing it.

```lean
/-- The static polarizability of state `n`: the sum of the contributions of the virtual
transitions to all other states. -/
def polarizability (s : EigenSystem H N) (X : V →ₗ[ℂ] V) (n : Fin N) : ℝ :=
  ∑ m ∈ univ.erase n, channel s X n m
```

The polarizability is \(\alpha_n=\sum_{m\ne n}c_{nm}\). Here `univ.erase n` is the set of all indices with \(n\) removed.

```lean
/-- The lowest `k` states (all states if `k` exceeds their number). -/
def lowest (N k : ℕ) : Finset (Fin N) := univ.filter (fun n => n.val < k)
```

`lowest N k` is the set of indices below \(k\), that is, the \(k\) lowest states. If \(k\ge N\), it contains every state.

## The sum over states as an induced dipole

```lean
/-- Let `F ψ` be the first-order change of eigenstate `n` under the perturbation `-F X`, with `ψ`
orthogonal to that eigenstate. For Hermitian `H` and `X` the induced dipole per unit field,
`2 Re ⟨n|X|ψ⟩`, is the polarizability. -/
theorem induced_dipole_eq_polarizability (s : EigenSystem H N) (hH : H.IsSymmetric)
    (hX : X.IsSymmetric) (n : Fin N) (ψ : V)
    (hψ : H ψ - (s.energy n : ℂ) • ψ
      = X (s.state n) - ⟪s.state n, X (s.state n)⟫_ℂ • s.state n)
    (horth : ⟪s.state n, ψ⟫_ℂ = 0) :
    2 * (⟪s.state n, X ψ⟫_ℂ).re = polarizability s X n := by
  -- project the response equation on the other eigenstates
  have hc : ∀ m, m ≠ n → ((s.energy m : ℂ) - s.energy n) * ⟪s.state m, ψ⟫_ℂ
      = ⟪s.state m, X (s.state n)⟫_ℂ := by
    intro m hm
    have ho : ⟪s.state m, s.state n⟫_ℂ = 0 := s.state.orthonormal.2 hm
    have h := congrArg (fun v => ⟪s.state m, v⟫_ℂ) hψ
    simp only [inner_sub_right, inner_smul_right] at h
    rw [← hH (s.state m) ψ, s.eigen, inner_smul_left, Complex.conj_ofReal, ho] at h
    linear_combination h
  -- insert a complete set of eigenstates in the induced dipole
  rw [← hX (s.state n) ψ, ← s.state.sum_inner_mul_inner (X (s.state n)) ψ,
    Complex.re_sum, Finset.mul_sum,
    ← Finset.sum_erase (a := n) univ (by rw [horth]; simp)]
  refine Finset.sum_congr rfl fun m hm => ?_
  have hm' : m ≠ n := Finset.ne_of_mem_erase hm
  have hd : s.energy m - s.energy n ≠ 0 := sub_ne_zero.2 (s.strictMono.injective.ne hm')
  have hd' : (s.energy m : ℂ) - s.energy n ≠ 0 := by exact_mod_cast hd
  have hz := Complex.mul_conj' ⟪s.state n, X (s.state m)⟫_ℂ
  rw [inner_conj_symm, hX (s.state m) (s.state n)] at hz
  have key : ⟪s.state n, X (s.state m)⟫_ℂ * ⟪s.state m, ψ⟫_ℂ
      = ((‖⟪s.state n, X (s.state m)⟫_ℂ‖ ^ 2 / (s.energy m - s.energy n) : ℝ) : ℂ) := by
    push_cast
    rw [eq_div_iff hd']
    linear_combination hz + ⟪s.state n, X (s.state m)⟫_ℂ * hc m hm'
  rw [hX (s.state n) (s.state m), key, Complex.ofReal_re, channel]
  ring
```

In this theorem the parenthesized hypotheses come first, then a colon and the claim, and the proof after `:=`. This theorem connects \(\alpha_n\) with the response to a static field of strength \(F\), which changes the Hamiltonian to \(H-FX\).

Write the perturbed state as \(|n\rangle+F|\psi\rangle\) to first order. The first-order energy is \(-FX_{nn}\), and collecting the terms linear in \(F\) gives

\[
(H-E_n)|\psi\rangle=X|n\rangle-X_{nn}|n\rangle .
\]

This equation is the hypothesis `hψ`; the expansion that leads to it is physics input. The hypothesis `horth` fixes \(\langle n|\psi\rangle=0\). The dipole changes by \(2F\,\mathrm{Re}\langle n|X|\psi\rangle\), and the theorem says that the coefficient of \(F\) is \(\alpha_n\).

By hand, project the response equation on \(\langle m|\) with \(m\neq n\):

\[
(E_m-E_n)\langle m|\psi\rangle=X_{mn}.
\]

This is the step `hc`. Now insert a complete set of states. The term \(m=n\) vanishes by orthogonality, and \(X_{nm}X_{mn}=|X_{nm}|^2\), so

\[
\langle n|X|\psi\rangle=\sum_{m\neq n}X_{nm}\langle m|\psi\rangle
=\sum_{m\neq n}\frac{|X_{nm}|^2}{E_m-E_n}.
\]

Twice this real number is \(\alpha_n\). In the code, `sum_inner_mul_inner` inserts the complete set, `Finset.sum_erase` drops the term \(m=n\), and `key` evaluates each remaining product. The tactic `linear_combination` confirms an equation by combining known ones with stated coefficients.

## Transitions cancel in pairs

```lean
/-- For Hermitian `X`, a virtual transition and its reverse contribute with opposite signs. -/
theorem channel_antisymm (s : EigenSystem H N) (hX : X.IsSymmetric) (n m : Fin N) :
    channel s X n m = -channel s X m n := by
  unfold channel
  rw [← hX (s.state n) (s.state m), norm_inner_symm,
    ← neg_sub (s.energy n) (s.energy m), div_neg]
```

Since \(X\) is Hermitian, \(X_{nm}=\overline{X_{mn}}\), and the two moduli agree. Exchanging \(n\) and \(m\) therefore changes only the sign of the denominator:

\[
c_{nm}=-c_{mn}.
\]

The proof does the same: `hX` and `norm_inner_symm` exchange the indices in the numerator, and `neg_sub` with `div_neg` extracts the minus sign.

```lean
/-- A virtual transition to a higher level never contributes negatively. -/
theorem channel_nonneg (s : EigenSystem H N) {n m : Fin N} (h : n < m) :
    0 ≤ channel s X n m :=
  div_nonneg (by positivity) (sub_nonneg.2 (s.strictMono h).le)
```

If \(n<m\), then \(E_m-E_n>0\), and the numerator is nonnegative, so \(c_{nm}\ge0\). The lemma `div_nonneg` asks only that numerator and denominator be nonnegative, so `.le` weakens the strict inequality between the energies.

```lean
/-- For Hermitian `X`, the polarizabilities of any set `S` of states add up to the contributions
of the virtual transitions that leave `S`. -/
theorem sum_polarizability_eq (s : EigenSystem H N) (hX : X.IsSymmetric)
    (S : Finset (Fin N)) :
    ∑ n ∈ S, polarizability s X n = ∑ n ∈ S, ∑ m ∈ Sᶜ, channel s X n m := by
  have h1 : ∀ n, polarizability s X n
      = ∑ m ∈ S, channel s X n m + ∑ m ∈ Sᶜ, channel s X n m := fun n =>
    (Finset.sum_erase univ (by linarith [channel_antisymm s hX n n])).trans
      (Finset.sum_add_sum_compl S _).symm
  -- transitions inside the set cancel in pairs
  have hS : ∑ n ∈ S, ∑ m ∈ S, channel s X n m = 0 := by
    have h : ∑ n ∈ S, ∑ m ∈ S, channel s X n m = -∑ n ∈ S, ∑ m ∈ S, channel s X n m := by
      calc ∑ n ∈ S, ∑ m ∈ S, channel s X n m
          = ∑ n ∈ S, ∑ m ∈ S, -channel s X m n :=
            Finset.sum_congr rfl fun n _ => Finset.sum_congr rfl fun m _ =>
              channel_antisymm s hX n m
        _ = -∑ n ∈ S, ∑ m ∈ S, channel s X n m := by
            simp only [Finset.sum_neg_distrib]
            rw [Finset.sum_comm]
    linarith
  rw [Finset.sum_congr rfl (fun n _ => h1 n), Finset.sum_add_distrib, hS, zero_add]
```

For any set \(S\) of states, with complement \(S^c\), the theorem states

\[
\sum_{n\in S}\alpha_n=\sum_{n\in S}\sum_{m\in S^c}c_{nm}.
\]

To see this, split the partners \(m\) of each state into those inside \(S\) and those outside; this is `h1`. The inside part is \(T=\sum_{n\in S}\sum_{m\in S}c_{nm}\). Antisymmetry followed by a renaming of the indices gives

\[
T=-\sum_{n\in S}\sum_{m\in S}c_{mn}=-T,
\]

so \(T=0\), and only transitions that leave \(S\) survive. The `calc` block carries out this chain, with `Finset.sum_comm` exchanging the order of summation, and `linarith` concludes \(T=0\) from \(T=-T\).

## The sign of the partial sums

```lean
/-- For Hermitian `X`, the sum of the lowest `k` polarizabilities is nonnegative. It is zero
exactly when `X` has no matrix element between these `k` states and the remaining ones. -/
theorem sum_lowest_polarizability (s : EigenSystem H N) (hX : X.IsSymmetric) (k : ℕ) :
    0 ≤ ∑ n ∈ lowest N k, polarizability s X n ∧
    (∑ n ∈ lowest N k, polarizability s X n = 0 ↔
      ∀ n m : Fin N, n.val < k → k ≤ m.val → ⟪s.state n, X (s.state m)⟫_ℂ = 0) := by
  have hlt : ∀ n ∈ lowest N k, ∀ m ∈ (lowest N k)ᶜ, n.val < k ∧ k ≤ m.val := by
    intro n hn m hm
    simp only [lowest, mem_compl, mem_filter, mem_univ, true_and, not_lt] at hn hm
    exact ⟨hn, hm⟩
  -- every transition that leaves the set goes upwards
  have hnn : ∀ n ∈ lowest N k, ∀ m ∈ (lowest N k)ᶜ, 0 ≤ channel s X n m :=
    fun n hn m hm => channel_nonneg s
      (Fin.lt_def.2 ((hlt n hn m hm).1.trans_le (hlt n hn m hm).2))
  rw [sum_polarizability_eq s hX]
  refine ⟨Finset.sum_nonneg fun n hn => Finset.sum_nonneg (hnn n hn), ?_, ?_⟩
  · intro h n m hn hm
    have hn' : n ∈ lowest N k := by simp [lowest, hn]
    have hm' : m ∈ (lowest N k)ᶜ := by simp [lowest, hm]
    have h1 := (Finset.sum_eq_zero_iff_of_nonneg
      (fun n hn => Finset.sum_nonneg (hnn n hn))).1 h n hn'
    have h2 := (Finset.sum_eq_zero_iff_of_nonneg (hnn n hn')).1 h1 m hm'
    by_contra hne
    have hp := norm_pos_iff.2 hne
    have hd := sub_pos.2 (s.strictMono (Fin.lt_def.2 (hn.trans_le hm)))
    have h3 : 0 < channel s X n m := div_pos (by positivity) hd
    exact h3.ne' h2
  · intro h
    refine Finset.sum_eq_zero fun n hn => Finset.sum_eq_zero fun m hm => ?_
    simp [channel, h n m (hlt n hn m hm).1 (hlt n hn m hm).2]
```

In the docstring, "the lowest `k` polarizabilities" means those of the \(k\) lowest states, not the \(k\) smallest values. The claim has two parts joined by `∧`, "and". The first is the inequality

\[
\sum_{n<k}\alpha_n\ge0 .
\]

The second says that equality holds exactly when \(X_{nm}=0\) for all \(n<k\le m\), that is, when the dipole operator does not couple the lowest \(k\) states to the rest. For \(k=N\) there is no state \(m\) left, the condition holds trivially, and the sum is zero.

Take \(S\) to be the lowest \(k\) states in the previous identity:

\[
\sum_{n<k}\alpha_n=\sum_{n<k}\;\sum_{m\ge k}\frac{2|X_{nm}|^2}{E_m-E_n}.
\]

Every transition on the right goes upward in energy, so every term is nonnegative, and so is the sum. An individual \(\alpha_n\) with \(0<n<k\) may still be negative, because its downward transitions count negatively; in the sum they cancel against their upward partners.

For the equality case, a sum of nonnegative terms vanishes only if each term does. Since \(E_m-E_n\) is positive and finite, \(c_{nm}=0\) forces \(X_{nm}=0\). Conversely, if all these matrix elements vanish, so does the sum.

In the proof, `hlt` translates membership in the two sets into \(n<k\le m\), and `hnn` records that the terms are nonnegative. The lemma `Finset.sum_eq_zero_iff_of_nonneg` is applied twice, once for each summation. A nonzero matrix element would then give a strictly positive term, `h3`, which is a contradiction.

## A negative excited state

```lean
/-- For Hermitian `X`, if the ground state has a nonzero polarizability, then some excited state
has a negative one. -/
theorem exists_negative_excited (s : EigenSystem H (N + 1)) (hX : X.IsSymmetric)
    (h : polarizability s X 0 ≠ 0) : ∃ n, n ≠ 0 ∧ polarizability s X n < 0 := by
  by_contra hcon
  have hall : ∀ n, 0 ≤ polarizability s X n := by
    intro n
    by_cases hn : n = 0
    · subst hn
      exact Finset.sum_nonneg fun m hm =>
        channel_nonneg s (Fin.pos_iff_ne_zero.2 (Finset.ne_of_mem_erase hm))
    · exact not_lt.1 fun hlt => hcon ⟨n, hn, hlt⟩
  -- no transition leaves the set of all states
  have ht : ∑ n, polarizability s X n = 0 := by
    rw [sum_polarizability_eq s hX]
    simp
  exact h ((Finset.sum_eq_zero_iff_of_nonneg (fun n _ => hall n)).1 ht 0 (mem_univ 0))
```

The system now has `N + 1` states, which guarantees that a ground state with index 0 exists. If \(\alpha_0\neq0\), the theorem supplies an excited state \(n\neq0\) with \(\alpha_n<0\).

By hand, all transitions from the ground state go upward, so \(\alpha_0\ge0\), and the hypothesis makes it positive. The total over all states is zero, hence

\[
\sum_{n\neq0}\alpha_n=-\alpha_0<0,
\]

and at least one term on the left is negative. The theorem does not tell which one.

Lean argues by contradiction. If no excited state had a negative polarizability, all \(\alpha_n\) would be nonnegative (`hall`). Their total is zero (`ht`), so each would vanish, including \(\alpha_0\), against the hypothesis `h`.

## Two levels with polarizabilities 2 and −2

```lean
/-- The Hamiltonian of a two-level system with energies 0 and 1. -/
def twoLevelH : EuclideanSpace ℂ (Fin 2) →ₗ[ℂ] EuclideanSpace ℂ (Fin 2) :=
  Matrix.toEuclideanLin !![0, 0; 0, 1]
```

The example lives in \(\mathbb{C}^2\), and `Matrix.toEuclideanLin` turns a matrix into an operator there. The Hamiltonian is diagonal, with energies 0 and 1 in dimensionless units.

```lean
/-- The dipole operator that exchanges the two levels. -/
def twoLevelX : EuclideanSpace ℂ (Fin 2) →ₗ[ℂ] EuclideanSpace ℂ (Fin 2) :=
  Matrix.toEuclideanLin !![0, 1; 1, 0]
```

The dipole operator has \(X_{01}=X_{10}=1\) and zero diagonal elements, so neither level has a permanent dipole.

```lean
/-- The eigenstates and energies of the two-level system. -/
def twoLevel : EigenSystem twoLevelH 2 where
  energy := ![0, 1]
  state := EuclideanSpace.basisFun (Fin 2) ℂ
  strictMono := by
    intro i j h
    fin_cases i <;> fin_cases j <;> simp_all
  eigen := by
    intro n
    ext i
    fin_cases n <;> fin_cases i <;> simp [twoLevelH, Matrix.toLpLin_apply]
```

The standard basis vectors serve as the eigenstates. The two proofs check the ordering of the energies and the eigenvalue equation; `fin_cases` runs through the possible indices one by one.

```lean
/-- In the two-level system `H` and `X` are Hermitian, the upper state solves the response
equation of the lower one, and the polarizabilities are 2 and -2. -/
theorem twoLevel_witness :
    twoLevelH.IsSymmetric ∧ twoLevelX.IsSymmetric ∧
    twoLevelH (twoLevel.state 1) - (twoLevel.energy 0 : ℂ) • twoLevel.state 1
      = twoLevelX (twoLevel.state 0)
        - ⟪twoLevel.state 0, twoLevelX (twoLevel.state 0)⟫_ℂ • twoLevel.state 0 ∧
    polarizability twoLevel twoLevelX 0 = 2 ∧ polarizability twoLevel twoLevelX 1 = -2 := by
  have e0 : (univ : Finset (Fin 2)).erase 0 = {1} := by decide
  have e1 : (univ : Finset (Fin 2)).erase 1 = {0} := by decide
  refine ⟨?_, ?_, ?_, ?_, ?_⟩
  · refine Matrix.isSymmetric_toEuclideanLin_iff.2 ?_
    ext i j
    fin_cases i <;> fin_cases j <;> simp
  · refine Matrix.isSymmetric_toEuclideanLin_iff.2 ?_
    ext i j
    fin_cases i <;> fin_cases j <;> simp
  · ext i
    fin_cases i <;>
      simp [twoLevel, twoLevelH, twoLevelX, Matrix.toLpLin_apply,
        EuclideanSpace.inner_single_left]
  · simp [polarizability, e0, channel, twoLevel, twoLevelX, Matrix.toLpLin_apply,
      EuclideanSpace.inner_single_left]
  · simp [polarizability, e1, channel, twoLevel, twoLevelX, Matrix.toLpLin_apply,
      EuclideanSpace.inner_single_left]
    norm_num

end

end ExcitedStatePolarizability
```

Both operators are Hermitian. The upper state is the response vector of the lower one, because \((H-E_0)|1\rangle=|1\rangle=X|0\rangle\) and \(X_{00}=0\). The polarizabilities are

\[
\alpha_0=\frac{2\cdot1}{1-0}=2,\qquad \alpha_1=\frac{2\cdot1}{0-1}=-2 .
\]

The partial sums are 2 for \(k=1\) and 0 for \(k=2\). In the proof, `e0` and `e1` name the single partner of each level, and `simp` evaluates the matrix elements.

```lean
#print axioms ExcitedStatePolarizability.induced_dipole_eq_polarizability
-- 'ExcitedStatePolarizability.induced_dipole_eq_polarizability' depends on axioms: [propext, Classical.choice, Quot.sound]
#print axioms ExcitedStatePolarizability.sum_lowest_polarizability
-- 'ExcitedStatePolarizability.sum_lowest_polarizability' depends on axioms: [propext, Classical.choice, Quot.sound]
#print axioms ExcitedStatePolarizability.exists_negative_excited
-- 'ExcitedStatePolarizability.exists_negative_excited' depends on axioms: [propext, Classical.choice, Quot.sound]
```
